# Half the trace of a positive semidefinite Cholesky residual bounds the rise in the direct RPA correlation energy

To bound the error that an incomplete Cholesky decomposition of the Coulomb matrix causes in the correlation energy of the direct random-phase approximation (RPA), the response at imaginary frequency is modelled as a real diagonal matrix, with one entry for each occupied–virtual pair of spin orbitals. The orbitals and their energies are held fixed, and every gap between an occupied and a virtual orbital is positive. The Coulomb matrix is taken over the same pairs, and its decomposition enters only through the outcome: a real rectangular matrix $L$ and a positive semidefinite residual $R$, with $LL^T+R$ equal to the Coulomb matrix.

```lean
import Mathlib

open Matrix MeasureTheory

namespace RPACholesky

noncomputable section

variable {n m : Type*} [Fintype n] [DecidableEq n] [Fintype m]

/-- The diagonal response matrix with entries `2 D_p / (D_p² + w²)` at imaginary frequency `w`,
for gaps `D_p > 0`. -/
def response (D : n → ℝ) (w : ℝ) : Matrix n n ℝ :=
  diagonal fun p => 2 * D p / (D p ^ 2 + w ^ 2)

/-- The RPA frequency integrand `ln det(1 + G V) - Tr(G V)`, for gaps `D_p > 0` and positive
semidefinite `V`. -/
def rpaIntegrand (D : n → ℝ) (V : Matrix n n ℝ) (w : ℝ) : ℝ :=
  Real.log (det (1 + response D w * V)) - trace (response D w * V)

/-- The RPA correlation energy: the integrand integrated over positive frequencies and
divided by `2π`. -/
def rpaEnergy (D : n → ℝ) (V : Matrix n n ℝ) : ℝ :=
  1 / (2 * Real.pi) * ∫ w in Set.Ioi (0 : ℝ), rpaIntegrand D V w

/-- A diagonal matrix with nonnegative entries is the square of a symmetric matrix. -/
theorem diagonal_eq_sq {d : n → ℝ} (hd : ∀ i, 0 ≤ d i) :
    ∃ S : Matrix n n ℝ, Sᵀ = S ∧ diagonal d = S * S := by
  refine ⟨diagonal fun i => Real.sqrt (d i), diagonal_transpose _, ?_⟩
  rw [diagonal_mul_diagonal]
  congr 1
  ext i
  exact (Real.mul_self_sqrt (hd i)).symm

/-- A real positive semidefinite matrix is diagonalised by an orthogonal matrix, with
nonnegative diagonal entries. -/
theorem exists_diagonalisation {M : Matrix n n ℝ} (h : M.PosSemidef) :
    ∃ (U : Matrix n n ℝ) (d : n → ℝ), U * Uᵀ = 1 ∧ (∀ i, 0 ≤ d i) ∧
      M = Uᵀ * (diagonal d * U) := by
  -- the rows of `U` are the orthonormal eigenvectors
  let U : Matrix n n ℝ := fun i j => (h.1.eigenvectorBasis i).ofLp j
  have hU : U * Uᵀ = 1 := by
    ext i k
    have ho := orthonormal_iff_ite.mp h.1.eigenvectorBasis.orthonormal i k
    rw [Matrix.mul_apply, Matrix.one_apply, ← ho, PiLp.inner_apply]
    refine Finset.sum_congr rfl fun j _ => ?_
    change (h.1.eigenvectorBasis i).ofLp j * (h.1.eigenvectorBasis k).ofLp j = _
    simp [mul_comm]
  have hM : M * Uᵀ = Uᵀ * diagonal h.1.eigenvalues := by
    ext i k
    have hv := congrFun (h.1.mulVec_eigenvectorBasis k) i
    have e : (M * Uᵀ) i k = (M *ᵥ (h.1.eigenvectorBasis k).ofLp) i := rfl
    rw [e, hv, Matrix.mul_diagonal]
    change _ = (h.1.eigenvectorBasis k).ofLp i * h.1.eigenvalues k
    simp [mul_comm]
  refine ⟨U, h.1.eigenvalues, hU, h.eigenvalues_nonneg, ?_⟩
  rw [← Matrix.mul_assoc, ← hM, Matrix.mul_assoc, mul_eq_one_comm.mp hU, Matrix.mul_one]

/-- For positive semidefinite `M`, the determinant of `1 + M` lies between `1` and
`exp(Tr M)`. -/
theorem det_one_add_bounds {M : Matrix n n ℝ} (h : M.PosSemidef) :
    1 ≤ det (1 + M) ∧ det (1 + M) ≤ Real.exp (trace M) := by
  obtain ⟨U, d, hU, hd, rfl⟩ := exists_diagonalisation h
  rw [det_one_add_mul_comm, trace_mul_comm, Matrix.mul_assoc, hU, Matrix.mul_one,
    ← diagonal_one, diagonal_add, det_diagonal, trace_diagonal, Real.exp_sum]
  constructor
  · calc (1 : ℝ) = ∏ _i : n, (1 : ℝ) := by simp
      _ ≤ ∏ i, (1 + d i) :=
        Finset.prod_le_prod (fun _ _ => zero_le_one) fun i _ => by linarith [hd i]
  · exact Finset.prod_le_prod (fun i _ => by linarith [hd i])
      fun i _ => by linarith [Real.add_one_le_exp (d i)]

/-- Adding a positive semidefinite `R` to a positive semidefinite `A` cannot lower the
determinant of `1 + A`. -/
theorem det_one_add_mono {A R : Matrix n n ℝ} (hA : A.PosSemidef) (hR : R.PosSemidef) :
    det (1 + A) ≤ det (1 + A + R) := by
  -- factor `R = Bᵀ B`
  obtain ⟨B, hB⟩ : ∃ B : Matrix n n ℝ, R = Bᵀ * B := by
    obtain ⟨U, d, -, hd, hRU⟩ := exists_diagonalisation hR
    obtain ⟨S, hS, hdS⟩ := diagonal_eq_sq hd
    refine ⟨S * U, ?_⟩
    rw [hRU, hdS, transpose_mul, hS]
    simp only [Matrix.mul_assoc]
  have h1 := (det_one_add_bounds hA).1
  have hu : IsUnit (det (1 + A)) := (zero_lt_one.trans_le h1).ne'.isUnit
  have hfac : 1 + A + R = (1 + A) * (1 + (1 + A)⁻¹ * Bᵀ * B) := by
    rw [Matrix.mul_add, Matrix.mul_one, Matrix.mul_assoc, ← Matrix.mul_assoc (1 + A),
      mul_nonsing_inv _ hu, Matrix.one_mul, hB]
  have hP := (PosSemidef.one.add hA).inv.mul_mul_conjTranspose_same B
  rw [conjTranspose_eq_transpose_of_trivial] at hP
  have h2 := (det_one_add_bounds hP).1
  rw [hfac, det_mul, det_one_add_mul_comm, ← Matrix.mul_assoc]
  nlinarith

/-- For positive gaps and positive semidefinite `V`, `det(1 + G V)` lies between `1` and
`exp(Tr(G V))`, and it does not decrease when a positive semidefinite `R` is added to `V`. -/
theorem response_det_bounds {D : n → ℝ} (hD : ∀ p, 0 < D p) {V : Matrix n n ℝ}
    (hV : V.PosSemidef) (w : ℝ) :
    1 ≤ det (1 + response D w * V) ∧
    det (1 + response D w * V) ≤ Real.exp (trace (response D w * V)) ∧
    ∀ R : Matrix n n ℝ, R.PosSemidef →
      det (1 + response D w * V) ≤ det (1 + response D w * (V + R)) := by
  obtain ⟨S, hS, hG⟩ : ∃ S : Matrix n n ℝ, Sᵀ = S ∧ response D w = S * S :=
    diagonal_eq_sq fun p => by have := hD p; positivity
  -- move one factor `S` to the right; the matrix `S * X * S` is symmetric whenever `X` is
  have key : ∀ X : Matrix n n ℝ, det (1 + S * S * X) = det (1 + S * X * S) := fun X => by
    rw [Matrix.mul_assoc, det_one_add_mul_comm]
  have keyt : trace (S * S * V) = trace (S * V * S) := by
    rw [Matrix.mul_assoc, trace_mul_comm]
  have psd : ∀ X : Matrix n n ℝ, X.PosSemidef → (S * X * S).PosSemidef := fun X hX => by
    have h := hX.mul_mul_conjTranspose_same S
    rwa [conjTranspose_eq_transpose_of_trivial, hS] at h
  have hb := det_one_add_bounds (psd V hV)
  rw [hG, key V, keyt]
  refine ⟨hb.1, hb.2, fun R hR => ?_⟩
  rw [key (V + R), Matrix.mul_add, Matrix.add_mul, ← add_assoc]
  exact det_one_add_mono (psd V hV) (psd R hR)

/-- For a positive gap `D` the Lorentzian `2D/(D² + w²)` is integrable over positive
frequencies, with integral `π`. -/
theorem integral_lorentzian {D : ℝ} (hD : 0 < D) :
    IntegrableOn (fun w : ℝ => 2 * D / (D ^ 2 + w ^ 2)) (Set.Ioi 0) ∧
    ∫ w in Set.Ioi (0 : ℝ), 2 * D / (D ^ 2 + w ^ 2) = Real.pi := by
  have hder : ∀ w ∈ Set.Ici (0 : ℝ), HasDerivAt (fun w => 2 * Real.arctan (w / D))
      (2 * D / (D ^ 2 + w ^ 2)) w := fun w _ => by
    refine (((hasDerivAt_id' w).div_const D).arctan.const_mul 2).congr_deriv ?_
    have h1 : D ^ 2 + w ^ 2 ≠ 0 := by positivity
    have h2 : 1 + (w / D) ^ 2 = (D ^ 2 + w ^ 2) / D ^ 2 := by field_simp
    rw [h2]
    field_simp
  have hpos : ∀ w ∈ Set.Ioi (0 : ℝ), 0 ≤ 2 * D / (D ^ 2 + w ^ 2) := fun w _ => by positivity
  have hlim : Filter.Tendsto (fun w => 2 * Real.arctan (w / D)) Filter.atTop
      (nhds (2 * (Real.pi / 2))) :=
    ((Real.tendsto_arctan_atTop.mono_right nhdsWithin_le_nhds).comp
      (Filter.tendsto_id.atTop_div_const hD)).const_mul 2
  refine ⟨integrableOn_Ioi_deriv_of_nonneg' hder hpos hlim, ?_⟩
  rw [integral_Ioi_of_hasDerivAt_of_nonneg' hder hpos hlim, zero_div, Real.arctan_zero]
  ring

/-- For positive gaps `Tr(G V)` is integrable over positive frequencies, with integral
`π Tr V`. -/
theorem integral_trace {D : n → ℝ} (hD : ∀ p, 0 < D p) (V : Matrix n n ℝ) :
    IntegrableOn (fun w => trace (response D w * V)) (Set.Ioi 0) ∧
    ∫ w in Set.Ioi (0 : ℝ), trace (response D w * V) = Real.pi * trace V := by
  have hf : (fun w => trace (response D w * V)) =
      fun w => ∑ p, 2 * D p / (D p ^ 2 + w ^ 2) * V p p := by
    ext w
    simp [trace, response, diagonal_mul]
  have hi : ∀ p ∈ Finset.univ, Integrable (fun w => 2 * D p / (D p ^ 2 + w ^ 2) * V p p)
      (volume.restrict (Set.Ioi (0 : ℝ))) :=
    fun p _ => (integral_lorentzian (hD p)).1.mul_const _
  rw [hf]
  refine ⟨integrable_finsetSum _ hi, ?_⟩
  rw [integral_finsetSum _ hi, trace, Finset.mul_sum]
  refine Finset.sum_congr rfl fun p _ => ?_
  simp only [integral_mul_const, (integral_lorentzian (hD p)).2, diag_apply]

/-- For positive gaps and positive semidefinite `V` the RPA integrand is integrable over
positive frequencies. -/
theorem integrableOn_rpaIntegrand {D : n → ℝ} (hD : ∀ p, 0 < D p) {V : Matrix n n ℝ}
    (hV : V.PosSemidef) : IntegrableOn (rpaIntegrand D V) (Set.Ioi 0) := by
  have hG : Continuous fun w => response D w * V := by
    refine Continuous.matrix_mul (Continuous.matrix_diagonal ?_) continuous_const
    refine continuous_pi fun p => Continuous.div (by fun_prop) (by fun_prop) fun w => ?_
    have := hD p
    positivity
  have hdet : Continuous fun w => det (1 + response D w * V) :=
    (continuous_const.add hG).matrix_det
  have hc : Continuous (rpaIntegrand D V) :=
    (hdet.log fun w => (zero_lt_one.trans_le (response_det_bounds hD hV w).1).ne').sub
      hG.matrix_trace
  -- the integrand lies between `-Tr(G V)` and `0`
  refine Integrable.mono' (integral_trace hD V).1 hc.aestronglyMeasurable
    (Filter.Eventually.of_forall fun w => ?_)
  obtain ⟨h1, h2, -⟩ := response_det_bounds hD hV w
  have h3 := Real.log_nonneg h1
  have h4 := (Real.log_le_iff_le_exp (by linarith)).mpr h2
  rw [Real.norm_eq_abs, abs_le, rpaIntegrand]
  constructor <;> linarith

/-- For positive gaps and `V = L Lᵀ + R` with positive semidefinite residual `R`, both RPA
integrands are integrable and replacing `V` by `L Lᵀ` raises the energy by at most `Tr R / 2`. -/
theorem cholesky_energy_error {D : n → ℝ} (hD : ∀ p, 0 < D p) {V R : Matrix n n ℝ}
    (L : Matrix n m ℝ) (hR : R.PosSemidef) (hV : V = L * Lᵀ + R) :
    IntegrableOn (rpaIntegrand D (L * Lᵀ)) (Set.Ioi 0) ∧
    IntegrableOn (rpaIntegrand D V) (Set.Ioi 0) ∧
    rpaEnergy D (L * Lᵀ) - rpaEnergy D V ≤ trace R / 2 := by
  have hL : (L * Lᵀ).PosSemidef := by
    have h := posSemidef_self_mul_conjTranspose L
    rwa [conjTranspose_eq_transpose_of_trivial] at h
  have iL := integrableOn_rpaIntegrand hD hL
  have iV : IntegrableOn (rpaIntegrand D V) (Set.Ioi 0) :=
    integrableOn_rpaIntegrand hD (hV ▸ hL.add hR)
  refine ⟨iL, iV, ?_⟩
  -- at each frequency the error is at most `Tr(G R)`
  have hpt : ∀ w, rpaIntegrand D (L * Lᵀ) w - rpaIntegrand D V w ≤
      trace (response D w * R) := fun w => by
    obtain ⟨h1, -, h2⟩ := response_det_bounds hD hL w
    have h3 := Real.log_le_log (by linarith) (h2 R hR)
    rw [hV, rpaIntegrand, rpaIntegrand, Matrix.mul_add (response D w), trace_add,
      ← Matrix.mul_add]
    linarith
  have hint := integral_mono (iL.sub iV) (integral_trace hD R).1 hpt
  have hle : (∫ w in Set.Ioi (0 : ℝ), rpaIntegrand D (L * Lᵀ) w) -
      ∫ w in Set.Ioi (0 : ℝ), rpaIntegrand D V w ≤ Real.pi * trace R := by
    rw [← integral_sub iL iV, ← (integral_trace hD R).2]
    exact hint
  have hpi := Real.pi_pos
  rw [rpaEnergy, rpaEnergy, ← mul_sub]
  calc _ ≤ 1 / (2 * Real.pi) * (Real.pi * trace R) :=
        mul_le_mul_of_nonneg_left hle (by positivity)
    _ = trace R / 2 := by field_simp

/-- For positive gaps and `V = L Lᵀ + R` with positive semidefinite `R`, if every diagonal
element of `R` is at most `τ`, replacing `V` by `L Lᵀ` raises the energy by at most `τ / 2`
times the dimension of the matrix. -/
theorem cholesky_threshold_error {D : n → ℝ} (hD : ∀ p, 0 < D p) {V R : Matrix n n ℝ}
    (L : Matrix n m ℝ) (hR : R.PosSemidef) (hV : V = L * Lᵀ + R) {τ : ℝ}
    (hτ : ∀ p, R p p ≤ τ) :
    rpaEnergy D (L * Lᵀ) - rpaEnergy D V ≤ Fintype.card n * τ / 2 := by
  have h := (cholesky_energy_error hD L hR hV).2.2
  have ht : trace R ≤ Fintype.card n * τ := by
    calc trace R ≤ ∑ _p : n, τ := Finset.sum_le_sum fun p _ => hτ p
      _ = Fintype.card n * τ := by simp
  linarith

end

end RPACholesky
```

```lean
#print axioms RPACholesky.cholesky_energy_error
#print axioms RPACholesky.cholesky_threshold_error
```

```
'RPACholesky.cholesky_energy_error' depends on axioms: [propext, Classical.choice, Quot.sound]
'RPACholesky.cholesky_threshold_error' depends on axioms: [propext, Classical.choice, Quot.sound]
```

## The energy and its error bound in words

Let $p$ label the pairs, let $D_p>0$ be their orbital-energy gaps, and let $V$ be the real matrix of Coulomb integrals between pairs. At imaginary frequency $w$ the response is

$$G(w)=\mathrm{diag}\!\left(\frac{2D_p}{D_p^2+w^2}\right),$$

and the integrand and energy are

$$f_V(w)=\ln\det(1+G(w)V)-\mathrm{Tr}(G(w)V),\qquad E(V)=\frac1{2\pi}\int_0^\infty f_V(w)\,dw .$$

These are `response`, `rpaIntegrand` and `rpaEnergy`. The finite type `n` is the set of pairs, and `m` labels the Cholesky vectors, which are the columns of $L$. Their number is arbitrary and may be zero.

The theorem `cholesky_energy_error` assumes positive gaps, $V=LL^T+R$ and a positive semidefinite $R$. It concludes that $f_{LL^T}$ and $f_V$ are integrable over positive frequencies, and that

$$E(LL^T)-E(V)\le \tfrac12\mathrm{Tr}\,R .$$

Lean gives the value zero to the integral of a function that is not integrable, so the first two conclusions ensure that the energies in the third are genuine integrals. The bound is one-sided: it limits how far the energy can rise. Under the same assumptions the energy cannot fall, because $\ln\det(1+GV)-\ln\det(1+GLL^T)\le\mathrm{Tr}(GR)$ at every frequency, but the theorem does not state this.

The theorem `cholesky_threshold_error` adds the assumption that every diagonal element satisfies $R_{pp}\le\tau$. With $N$ the number of spin-orbital pairs, `Fintype.card n` in Lean, the right-hand side becomes $N\tau/2$.

## Gaps, signs and the meaning of the residual

The gap $D_p$ is often written $\varepsilon_a-\varepsilon_i$, for a virtual orbital $a$ and an occupied orbital $i$. The matrix $G$ is positive, whereas the usual non-interacting response $\chi_0$ is negative at imaginary frequency; the textbook integrand $\ln\det(1-\chi_0 v)+\mathrm{Tr}(\chi_0 v)$ therefore appears here with plus and minus exchanged. The orbitals are real, and $V$ omits the exchange terms that would antisymmetrise the Coulomb integrals.

Positive gaps stand for a reference state in which every virtual orbital lies above every occupied one. The condition on $R$ stands for what a Cholesky decomposition of a positive semidefinite matrix leaves behind when it is stopped early, apart from rounding. It is assumed here, not derived from an algorithm. Positive semidefiniteness of $V$ then follows, since $LL^T$ and $R$ both have it.

For RPA calculations in a finite orbital basis with fixed orbitals and gaps, the result converts the diagonal of the residual into an upper bound on the rise in energy. One step remains between the threshold theorem and common practice. Programs often decompose the integrals over products of atomic orbitals and apply the threshold there. Transformation to occupied–virtual pairs keeps the residual positive semidefinite, but its diagonal elements can change, and $\tau$ must bound them after the transformation.

## Determinants of positive semidefinite matrices

A positive semidefinite $M$ can be written $M=U^T\mathrm{diag}(d_i)U$ with $U$ orthogonal and $d_i\ge0$. Hence $\det(1+M)=\prod_i(1+d_i)$ and $\mathrm{Tr}\,M=\sum_i d_i$. Since $1\le 1+d_i\le e^{d_i}$, taking products gives

$$1\le\det(1+M)\le e^{\mathrm{Tr}\,M}.$$

In Lean, `exists_diagonalisation` builds $U$ from the orthonormal eigenvectors, and `det_one_add_bounds` compares the products factor by factor.

Next, let $A$ and $R$ be positive semidefinite. Diagonalising $R$ and taking square roots of its eigenvalues gives $R=B^TB$. The matrix $1+A$ is invertible because its determinant is at least 1, so

$$1+A+R=(1+A)\left(1+(1+A)^{-1}B^TB\right).$$

The identity $\det(1+XY)=\det(1+YX)$ turns the determinant of the second factor into $\det(1+B(1+A)^{-1}B^T)$. The matrix $B(1+A)^{-1}B^T$ is positive semidefinite, so this determinant is at least 1, and therefore

$$\det(1+A)\le\det(1+A+R).$$

This is `det_one_add_mono`: `hfac` is the factorisation, `hP` the positivity of the exchanged product, and `nlinarith` combines the two determinant inequalities.

The product $GV$ is generally not symmetric. Write $G=SS$, where $S$ is diagonal with entries $\sqrt{G_{pp}}$. Moving one factor $S$ to the right gives

$$\det(1+GV)=\det(1+SVS),\qquad \mathrm{Tr}(GV)=\mathrm{Tr}(SVS),$$

and $SVS$ is positive semidefinite whenever $V$ is. Both determinant results thus carry over to $GV$:

$$1\le\det(1+GV)\le e^{\mathrm{Tr}(GV)},\qquad \det(1+GV)\le\det(1+G(V+R)).$$

They are collected in `response_det_bounds`, where `key` and `keyt` are the two exchange identities.

## From each frequency to the energy

The function $2\arctan(w/D_p)$ has the derivative $2D_p/(D_p^2+w^2)$, and it rises from $0$ at $w=0$ to $\pi$ as $w\to\infty$. Each Lorentzian therefore integrates to $\pi$, which is `integral_lorentzian`. Because $G$ is diagonal, only the diagonal of $V$ enters the trace:

$$\int_0^\infty\mathrm{Tr}(GV)\,dw=\sum_p V_{pp}\int_0^\infty\frac{2D_p}{D_p^2+w^2}\,dw=\pi\,\mathrm{Tr}\,V .$$

This is `integral_trace`. For positive semidefinite $V$, taking logarithms of the determinant bounds gives $0\le\ln\det(1+GV)\le\mathrm{Tr}(GV)$, and so

$$-\mathrm{Tr}(GV)\le f_V\le0 .$$

The integrand is continuous and dominated by an integrable function, so it is integrable. In `integrableOn_rpaIntegrand`, `Integrable.mono'` carries out this comparison.

Now set $V=LL^T+R$. At each frequency,

$$f_{LL^T}-f_V=\ln\det(1+GLL^T)-\ln\det(1+GV)+\mathrm{Tr}(GR)\le\mathrm{Tr}(GR),$$

because adding $R$ cannot lower the determinant. This is `hpt` in `cholesky_energy_error`. Integration with `integral_mono` bounds the difference of the integrals by $\pi\,\mathrm{Tr}\,R$, and division by $2\pi$ gives $\mathrm{Tr}\,R/2$. For the threshold version, $\mathrm{Tr}\,R=\sum_pR_{pp}\le N\tau$.

## An indefinite residual with zero diagonal

Take two pairs with $D_1=D_2=1$ and

$$L=\sqrt2\begin{pmatrix}1&0\\0&1\end{pmatrix},\qquad V=\begin{pmatrix}2&2\\2&2\end{pmatrix},\qquad R=\begin{pmatrix}0&2\\2&0\end{pmatrix}.$$

Here $V=LL^T+R$, but $R$ has eigenvalues $\pm2$. With equal unit gaps, an eigenvalue $v$ of the Coulomb matrix contributes $\tfrac12(\sqrt{1+2v}-1-v)$ to the energy. The eigenvalues are $2,2$ for $LL^T$ and $0,4$ for $V$, so

$$E(LL^T)-E(V)=\tfrac12\left(2\sqrt5-4\right)=\sqrt5-2>0=\tfrac12\mathrm{Tr}\,R .$$

A residual with nonnegative diagonal elements is therefore not enough for the energy bound, even when $V$ itself is positive semidefinite.
